# Contracting a ring polymer with orthogonal mode matrices lowers its mean squared position by the contribution of the discarded normal modes

If the mean squared position of a ring polymer is computed from a contracted set of beads, it generally comes out too small. The missing amount may belong to the modes that were left out or come from a wrong scale factor in the transformation; a formula for the deficit gives a value to compare it with. Take orthogonal mode matrices, a selection of distinct modes, and mode amplitudes scaled in both polymers so that their squares add up to the mean squared position. The deficit is then exactly the sum of the squared discarded mode amplitudes, at every single configuration.

In path-integral simulation, contraction serves to evaluate an expensive part of the potential on fewer beads. The identity gives the resulting error in the bead-averaged potential when that part is quadratic in one coordinate and the centroid is retained.

## Beads, modes and the contracted polymer

```lean
import Mathlib

open Matrix

namespace RingPolymerContraction

noncomputable section

variable {ι κ : Type*} [Fintype ι] [DecidableEq ι] [Fintype κ] [DecidableEq κ]
```

The finite index types `ι` and `κ` label the original and the contracted beads. Their sizes are $P$ and $Q$, written `Fintype.card ι` and `Fintype.card κ`. The same types also label the modes of each polymer.

```lean
/-- The average of a quantity over the beads of a ring polymer, for a nonempty set of beads. -/
def beadMean (f : ι → ℝ) : ℝ := (∑ i, f i) / (Fintype.card ι : ℝ)
```

For any quantity $f$ defined on the beads, `beadMean f` is $\frac1P\sum_i f_i$. A function `ι → ℝ` is a list of real numbers, one per bead, so the positions `x` are such a function: one Cartesian coordinate of one particle, at one configuration.

```lean
/-- The normal-mode coordinates `q = Cᵀ x / √P` of `P` beads, for a nonempty set of beads. -/
def normalModes (C : Matrix ι ι ℝ) (x : ι → ℝ) : ι → ℝ :=
  fun k => (Cᵀ *ᵥ x) k / √(Fintype.card ι : ℝ)
```

Here `*ᵥ` multiplies a matrix by a vector and `Cᵀ` is the transpose. The definition reads
$$q_k=\frac{1}{\sqrt P}\sum_i C_{ik}x_i ,$$
so column $k$ of $C$ is the shape of mode $k$. The factor $1/\sqrt P$ fixes the convention: with it, and for orthogonal $C$, squared modes add up to a bead average and not to a bead sum.

```lean
/-- The contracted beads `y_j = √Q ∑ k, D_jk q_{s(k)}`, built from the modes selected by `s`,
for a nonempty set of original beads. -/
def contract (C : Matrix ι ι ℝ) (D : Matrix κ κ ℝ) (s : κ → ι) (x : ι → ℝ) : κ → ℝ :=
  √(Fintype.card κ : ℝ) • (D *ᵥ (normalModes C x ∘ s))
```

The map $s$ tells which original mode $s(k)$ becomes mode $k$ of the smaller polymer, and `normalModes C x ∘ s` is the list $q_{s(k)}$. The contracted beads are
$$y_j=\sqrt Q\sum_k D_{jk}\,q_{s(k)} .$$
Nothing requires the selected modes to be those of lowest frequency; no spring constants or frequencies enter.

```lean
/-- The modes of the original ring polymer that the selection `s` leaves out. -/
def discarded (s : κ → ι) : Finset ι := (Finset.univ.image s)ᶜ
```

The set of values of $s$ contains the retained modes, and its complement, marked by `ᶜ`, contains the discarded ones.

## The deficit in the mean squared position

```lean
/-- For an orthogonal mode matrix, the squared normal modes sum to the bead average of the
squared position. -/
theorem sum_sq_normalModes (C : Matrix ι ι ℝ) (hC : Cᵀ * C = 1) (x : ι → ℝ) :
    ∑ k, normalModes C x k ^ 2 = beadMean (fun i => x i ^ 2) := by
  -- the transposed matrix preserves the Euclidean length
  have h : (Cᵀ *ᵥ x) ⬝ᵥ (Cᵀ *ᵥ x) = x ⬝ᵥ x := by
    rw [Matrix.dotProduct_mulVec, ← Matrix.mulVec_transpose, Matrix.mulVec_mulVec,
      Matrix.transpose_transpose, mul_eq_one_comm.mp hC, Matrix.one_mulVec]
  simp only [dotProduct, ← pow_two] at h
  have hP : √(Fintype.card ι : ℝ) ^ 2 = (Fintype.card ι : ℝ) :=
    Real.sq_sqrt (Nat.cast_nonneg _)
  simp only [normalModes, beadMean, div_pow, hP, ← Finset.sum_div]
  rw [h]
```

In the Lean theorems here, the hypotheses stand in brackets after the theorem's name, the claim follows the colon after these brackets, and the proof follows `:= by`. The hypothesis `hC` says $C^{\mathsf T}C=1$, so the columns of $C$ are orthonormal. Because $C$ is square, $CC^{\mathsf T}=1$ as well, and
$$\sum_k q_k^2=\frac1P\,(C^{\mathsf T}x)\cdot(C^{\mathsf T}x)=\frac1P\,x\cdot CC^{\mathsf T}x=\frac1P\sum_i x_i^2 .$$

In the proof, `h` is the middle part of this line, the preservation of length, and `mul_eq_one_comm` supplies the passage from $C^{\mathsf T}C=1$ to $CC^{\mathsf T}=1$. The step `hP` says $(\sqrt P)^2=P$, which turns the squared prefactor into $1/P$.

```lean
omit [DecidableEq ι] in
/-- For an orthogonal matrix `D` and at least one contracted bead, the normal modes of the
contracted ring polymer are the selected modes of the original one. -/
theorem normalModes_contract [Nonempty κ] (C : Matrix ι ι ℝ) (D : Matrix κ κ ℝ)
    (hD : Dᵀ * D = 1) (s : κ → ι) (x : ι → ℝ) :
    normalModes D (contract C D s x) = normalModes C x ∘ s := by
  have h0 : √(Fintype.card κ : ℝ) ≠ 0 :=
    (Real.sqrt_pos.mpr (Nat.cast_pos.mpr Fintype.card_pos)).ne'
  ext k
  change (Dᵀ *ᵥ (√(Fintype.card κ : ℝ) • (D *ᵥ (normalModes C x ∘ s)))) k
    / √(Fintype.card κ : ℝ) = (normalModes C x ∘ s) k
  rw [Matrix.mulVec_smul, Matrix.mulVec_mulVec, hD, Matrix.one_mulVec, Pi.smul_apply,
    smul_eq_mul]
  exact mul_div_cancel_left₀ _ h0
```

This theorem analyses the contracted beads with their own mode matrix $D$. By hand,
$$\frac{1}{\sqrt Q}D^{\mathsf T}y=\frac{1}{\sqrt Q}\sqrt Q\,D^{\mathsf T}D\,(q\circ s)=q\circ s ,$$
so mode $k$ of the small polymer is $q_{s(k)}$, with no change of scale. The assumption `[Nonempty κ]` means $Q\ge1$.

The `change` line writes out the definitions. The `rw` line then pulls $\sqrt Q$ out of the matrix product and replaces $D^{\mathsf T}D$ by 1, and the last line cancels $\sqrt Q$, which `h0` shows to be non-zero.

```lean
/-- For orthogonal `C` and `D`, an injective selection of modes and at least one contracted bead,
contraction lowers the bead average of the squared position by the sum of the squares of the
discarded modes. -/
theorem meanSq_sub_meanSq_contract [Nonempty κ] (C : Matrix ι ι ℝ) (D : Matrix κ κ ℝ)
    (hC : Cᵀ * C = 1) (hD : Dᵀ * D = 1) (s : κ → ι) (hs : Function.Injective s) (x : ι → ℝ) :
    beadMean (fun i => x i ^ 2) - beadMean (fun j => contract C D s x j ^ 2)
      = ∑ k ∈ discarded s, normalModes C x k ^ 2 := by
  rw [← sum_sq_normalModes C hC, ← sum_sq_normalModes D hD, normalModes_contract C D hD]
  -- split the mode sum into retained and discarded modes
  have h1 : ∑ k ∈ Finset.univ.image s, normalModes C x k ^ 2
      = ∑ k, (normalModes C x ∘ s) k ^ 2 :=
    Finset.sum_image (by intro a _ b _ h; exact hs h)
  have h2 := Finset.sum_add_sum_compl (Finset.univ.image s) (fun k => normalModes C x k ^ 2)
  unfold discarded
  linarith
```

This is the main identity:
$$\frac1P\sum_i x_i^2-\frac1Q\sum_j y_j^2=\sum_{k\ \text{discarded}}q_k^2 .$$

The two preceding results turn both averages into mode sums. The first becomes $\sum_{k\in\iota}q_k^2$ and the second $\sum_{k\in\kappa}q_{s(k)}^2$. Since $s$ is injective, the second sum visits each retained mode once. Subtracting it from the sum over all modes leaves the discarded ones.

The proof has the same order. The first `rw` converts the averages, `h1` rewrites the sum over $\kappa$ as a sum over the retained modes, `h2` splits the full sum into retained and discarded parts, and `linarith` does the subtraction. Injectivity enters only in `h1`: if $s$ selected a mode of non-zero amplitude twice, its square would be counted twice in the contracted average and the identity would fail.

When $Q=P$, injectivity makes $s$ a relabelling of all modes, nothing is discarded, and both sides are zero.

```lean
/-- For orthogonal `C` and `D`, an injective selection of modes and at least one contracted bead,
contraction preserves the bead average of the squared position exactly when every discarded mode has
zero amplitude. -/
theorem meanSq_contract_eq_iff [Nonempty κ] (C : Matrix ι ι ℝ) (D : Matrix κ κ ℝ)
    (hC : Cᵀ * C = 1) (hD : Dᵀ * D = 1) (s : κ → ι) (hs : Function.Injective s) (x : ι → ℝ) :
    beadMean (fun j => contract C D s x j ^ 2) = beadMean (fun i => x i ^ 2)
      ↔ ∀ k ∈ discarded s, normalModes C x k = 0 := by
  have h := meanSq_sub_meanSq_contract C D hC hD s hs x
  constructor
  · intro he k hk
    have hz : ∑ k ∈ discarded s, normalModes C x k ^ 2 = 0 := by linarith
    exact pow_eq_zero_iff (two_ne_zero) |>.mp
      ((Finset.sum_eq_zero_iff_of_nonneg (fun i _ => sq_nonneg _)).mp hz k hk)
  · intro hk
    have hz : ∑ k ∈ discarded s, normalModes C x k ^ 2 = 0 :=
      Finset.sum_eq_zero (fun k hk' => by rw [hk k hk']; norm_num)
    linarith
```

The symbol `↔` means "if and only if". The two mean squares agree exactly when $q_k=0$ for every discarded $k$, because a sum of real squares vanishes only if each term does. The two bullets prove the two directions. The first goes from equal averages to a vanishing sum and then to vanishing terms; the second goes back.

## The error for a quadratic potential

```lean
omit [DecidableEq ι] in
/-- A mode whose column of `C` is uniform, with entries `1/√P`, is the centroid of the beads. -/
theorem normalModes_centroid (C : Matrix ι ι ℝ) (k : ι)
    (hk : ∀ i, C i k = 1 / √(Fintype.card ι : ℝ)) (x : ι → ℝ) :
    normalModes C x k = beadMean x := by
  have h : (Cᵀ *ᵥ x) k = (∑ i, x i) / √(Fintype.card ι : ℝ) := by
    simp only [Matrix.mulVec, dotProduct, Matrix.transpose_apply, hk, Finset.sum_div]
    exact Finset.sum_congr rfl (fun i _ => by ring)
  simp only [normalModes, beadMean]
  rw [h, div_div, Real.mul_self_sqrt (Nat.cast_nonneg _)]
```

If column $k$ of $C$ has all entries equal to $1/\sqrt P$, then
$$q_k=\frac1{\sqrt P}\sum_i\frac{x_i}{\sqrt P}=\frac1P\sum_i x_i .$$
This mode is the centroid, the mean position of the beads. The intermediate step `h` evaluates $(C^{\mathsf T}x)_k$, and the final line combines the two square roots into $P$.

```lean
omit [DecidableEq ι] in
/-- The bead average of a quadratic potential `a + b r + c r²` follows from the bead averages of
position and squared position, for at least one bead. -/
theorem beadMean_quadratic [Nonempty ι] (a b c : ℝ) (x : ι → ℝ) :
    beadMean (fun i => a + b * x i + c * x i ^ 2)
      = a + b * beadMean x + c * beadMean (fun i => x i ^ 2) := by
  have h0 : (Fintype.card ι : ℝ) ≠ 0 := Nat.cast_ne_zero.mpr Fintype.card_ne_zero
  simp only [beadMean, Finset.sum_add_distrib, ← Finset.mul_sum, Finset.sum_const,
    Finset.card_univ, nsmul_eq_mul]
  rw [add_div, add_div, mul_div_cancel_left₀ _ h0, mul_div_assoc, mul_div_assoc]
```

Averaging is linear, so for $V(r)=a+br+cr^2$ the bead average of $V$ is $a+b\,\overline{x}+c\,\overline{x^2}$, where the bar denotes the mean over beads. Physically, $a$ is an energy offset, $b$ the slope at $r=0$ and $c$ half the force constant. The proof distributes the sum over the three terms; at least one bead is needed for the constant $a$ to average to itself.

```lean
/-- Let `C` and `D` be orthogonal, `s` injective, and let the uniform column `j₀` of `D` carry the
uniform column `s j₀` of `C`. Then contraction lowers the bead average of a quadratic potential
`a + b r + c r²` by `c` times the sum of the squares of the discarded modes. -/
theorem quadratic_contraction_error (C : Matrix ι ι ℝ) (D : Matrix κ κ ℝ)
    (hC : Cᵀ * C = 1) (hD : Dᵀ * D = 1) (s : κ → ι) (hs : Function.Injective s) (j₀ : κ)
    (hC₀ : ∀ i, C i (s j₀) = 1 / √(Fintype.card ι : ℝ))
    (hD₀ : ∀ j, D j j₀ = 1 / √(Fintype.card κ : ℝ)) (a b c : ℝ) (x : ι → ℝ) :
    beadMean (fun i => a + b * x i + c * x i ^ 2)
      - beadMean (fun j => a + b * contract C D s x j + c * contract C D s x j ^ 2)
      = c * ∑ k ∈ discarded s, normalModes C x k ^ 2 := by
  have : Nonempty κ := ⟨j₀⟩
  have : Nonempty ι := ⟨s j₀⟩
  -- the centroid survives the contraction
  have hcen : beadMean (contract C D s x) = beadMean x := by
    rw [← normalModes_centroid D j₀ hD₀, normalModes_contract C D hD,
      ← normalModes_centroid C (s j₀) hC₀]
    rfl
  rw [beadMean_quadratic, beadMean_quadratic, hcen,
    ← meanSq_sub_meanSq_contract C D hC hD s hs x]
  ring
```

Two hypotheses are added to orthogonality and injectivity. All entries of column $s(j_0)$ of $C$ are $1/\sqrt P$ (`hC₀`), and all entries of column $j_0$ of $D$ are $1/\sqrt Q$ (`hD₀`). The signs matter: if one of the two columns were uniform with the opposite sign, the contracted centroid would be $-\overline{x}$. Together they say that the centroid mode is retained and becomes the centroid mode of the smaller polymer. Then
$$\overline{y}=q_{s(j_0)}=\overline{x},$$
which is `hcen` in the proof. In the difference of the averaged potentials, $a$ cancels, the terms in $b$ cancel because the centroids agree, and the main identity leaves
$$\overline{V(x)}-\overline{V(y)}=c\sum_{k\ \text{discarded}}q_k^2 .$$

For $c>0$ the contracted average is therefore never too high, and for $c<0$ never too low. The formula concerns one configuration at a time. It contains no thermal average and no dynamics, and it sets no bound on how large the discarded modes are. Potentials with cubic or higher terms would need further mode sums.

## Two beads contracted to one

```lean
/-- The normal-mode matrix of two beads: the centroid column and the relative column. -/
def twoBeadModes : Matrix (Fin 2) (Fin 2) ℝ :=
  !![1 / √2, 1 / √2; 1 / √2, -(1 / √2)]
```

The columns are $(1,1)/\sqrt2$ for the centroid and $(1,-1)/\sqrt2$ for the relative motion. Lean numbers the two beads, and the two modes, 0 and 1.

```lean
/-- The two-bead mode matrix is orthogonal with a uniform first column, the one-bead matrix `1` has
a uniform column, and contracting two beads to their centroid lowers the mean squared position by
`((x₀ - x₁)/2)²`. -/
theorem contraction_witness (x : Fin 2 → ℝ) :
    twoBeadModesᵀ * twoBeadModes = 1
      ∧ (∀ i, twoBeadModes i 0 = 1 / √(Fintype.card (Fin 2) : ℝ))
      ∧ (∀ j, (1 : Matrix (Fin 1) (Fin 1) ℝ) j 0 = 1 / √(Fintype.card (Fin 1) : ℝ))
      ∧ beadMean (fun i => x i ^ 2)
          - beadMean (fun j => contract twoBeadModes (1 : Matrix (Fin 1) (Fin 1) ℝ)
              (fun _ => 0) x j ^ 2)
        = ((x 0 - x 1) / 2) ^ 2 := by
  have hh : 1 / √2 * (1 / √2) = (1 / 2 : ℝ) := by
    rw [div_mul_div_comm, Real.mul_self_sqrt (by norm_num)]
    norm_num
  have hC : twoBeadModesᵀ * twoBeadModes = 1 := by
    ext i j
    fin_cases i <;> fin_cases j <;>
      simp [twoBeadModes, Matrix.mul_apply, Fin.sum_univ_two] <;>
      linear_combination 2 * hh
  refine ⟨hC, ?_, ?_, ?_⟩
  · intro i
    fin_cases i <;> simp [twoBeadModes]
  · intro j
    rw [Subsingleton.elim j 0]
    simp
  · -- only the relative mode is discarded
    have hd : discarded (fun _ : Fin 1 => (0 : Fin 2)) = {1} := by decide
    have hq : normalModes twoBeadModes x 1
        = (1 / √2 * x 0 + -(1 / √2) * x 1) / √2 := by
      simp [normalModes, twoBeadModes, Matrix.mulVec, dotProduct, Fin.sum_univ_two]
    have hq' : normalModes twoBeadModes x 1 = (x 0 - x 1) / 2 := by
      rw [hq]
      linear_combination (x 0 - x 1) * hh
    rw [meanSq_sub_meanSq_contract twoBeadModes 1 hC (by simp) (fun _ => 0)
      (fun a b _ => Subsingleton.elim a b) x, hd, Finset.sum_singleton, hq']

end

end RingPolymerContraction
```

The symbol `∧` means "and", so the theorem makes four claims: the two-bead matrix is orthogonal, its column 0 is uniform, the single column of the $1\times1$ identity matrix is uniform, and the deficit has the stated value. The selection `fun _ => 0` keeps mode 0. The modes are
$$q_0=\frac{x_0+x_1}{2},\qquad q_1=\frac{x_0-x_1}{2},$$
the only contracted bead sits at $y_0=q_0$, and direct expansion confirms
$$\frac{x_0^2+x_1^2}{2}-\left(\frac{x_0+x_1}{2}\right)^2=\left(\frac{x_0-x_1}{2}\right)^2 .$$
An actual contraction thus meets every assumption of the quadratic result.

The proof takes the route through the modes. The step `hC` checks orthogonality entry by entry, using $\frac1{\sqrt2}\cdot\frac1{\sqrt2}=\frac12$ from `hh`. Then `hd` finds that mode 1 is the only discarded one, `hq'` computes its amplitude, and the main identity gives the deficit.

```lean
#print axioms RingPolymerContraction.meanSq_contract_eq_iff
#print axioms RingPolymerContraction.quadratic_contraction_error
```

```
'RingPolymerContraction.meanSq_contract_eq_iff' depends on axioms: [propext, Classical.choice, Quot.sound]
'RingPolymerContraction.quadratic_contraction_error' depends on axioms: [propext, Classical.choice, Quot.sound]
```
